# A transfer relation gives the Doktorov recursion for number-state overlaps

## The bra as a linear functional

We describe an overlap $\langle 0'|y\rangle$ by a linear functional $f$ acting on the vector $y$, and not by an inner product. The vectors form a complex module $V$, for instance the finite linear combinations of number states, on which the ladder operators are defined everywhere. Besides the commutators of the ladder operators and the vacuum condition, the derivation of the recursion uses only how $f$ responds to a raising operator. The overlaps themselves also depend on the value of $f$ on the vacuum.

Let there be $N$ modes with lowering operators $a_i$, raising operators $b_i$ and a vacuum $v$. The functional is assumed to obey the transfer relation

$$f(b_i y)=d_i f(y)+\sum_j A_{ij} f(a_j y)\qquad\text{for all } y\in V,$$

with complex numbers $d_i$ and a complex matrix $A$.

## Where the transfer relation comes from

Suppose that two electronic states have harmonic potentials that differ by a displacement, by their frequencies and by a mixing of the modes. Each raising operator of the second set is then a linear combination of the raising and lowering operators of the first set, plus a constant:

$$b'_i=\sum_j (U_{ij}b_j+W_{ij}a_j)+s_i .$$

The vacuum bra of the second set satisfies $\langle 0'|b'_i=0$. Solving for $\langle 0'|b_i$, with $U$ invertible, gives the transfer relation with $A=-U^{-1}W$ and $d=-U^{-1}s$. The shifts $s_i$ come from the displacement, so $d$ vanishes without it, while $A$ depends only on the frequencies and the mixing. This argument is physical background, since the Lean code takes the transfer relation as its starting point.

In this harmonic model, the recursion below generates the Franck–Condon overlaps of one vibrational ground state with all number states of the other electronic state. Doktorov's name is also attached to recursions in which both states are excited; here the bra stays fixed.

## The recursion by hand

Write $n=(n_1,\dots,n_N)$ for the occupations, $e_i$ for one quantum in mode $i$, $b^n v$ for the product of the powers $b_k^{n_k}$ applied to $v$, and $c(n)=f(b^n v)$. We assume $[a_i,b_j]=\delta_{ij}$, $[b_i,b_j]=0$ and $a_i v=0$.

**Raising.** Because the $b$'s commute, $b_i b^n v=b^{n+e_i}v$.

**Lowering.** We show $a_j b^n v=n_j b^{n-e_j}v$ by induction. For $n=0$ both sides vanish. If the formula holds for $n$, then

$$a_j b_i b^n v=b_i a_j b^n v+\delta_{ij}b^n v=n_j\, b_i b^{n-e_j}v+\delta_{ij}b^n v .$$

For $i\neq j$ this is $n_j b^{n+e_i-e_j}v$. For $i=j$ it is $(n_j+1)b^n v$. Both agree with the formula for $n+e_i$.

**Transfer.** Setting $y=b^n v$ in the transfer relation gives

$$c(n+e_i)=d_i\,c(n)+\sum_j A_{ij}\,n_j\,c(n-e_j).$$

**Uniqueness.** The right side contains only array entries with fewer quanta than the left. Given $d$ and $A$, the value $c(0)=f(v)$ therefore fixes every $c(n)$.

**Symmetry of $A$.** First, $f(b_j v)=d_j f(v)$. A second use of the transfer relation, with $a_k b_j v=\delta_{kj}v$, gives

$$f(b_i b_j v)=(d_i d_j+A_{ij})f(v).$$

Exchanging $i$ and $j$ leaves the left side unchanged, so $A_{ij}=A_{ji}$ if $f(v)\neq0$.

**Normalised states.** Let $C(n)=c(n)/\sqrt{\prod_k n_k!}$ and divide the recursion by $\sqrt{\prod_k n_k!}$. Adding a quantum to mode $i$ multiplies this norm factor by $\sqrt{n_i+1}$; removing one from an occupied mode $j$ divides it by $\sqrt{n_j}$. Hence

$$\sqrt{n_i+1}\,C(n+e_i)=d_i\,C(n)+\sum_j A_{ij}\sqrt{n_j}\,C(n-e_j).$$

## A starting vector that is not annihilated

The condition $a_i v=0$ matters. Take one mode on complex polynomials, with $a$ the derivative and $b$ multiplication by $X$. Let $f(X^k)=m(k)$, where $m(0)=1$, $m(1)=d$ and $m(k+2)=d\,m(k+1)+\alpha(k+1)m(k)$. The transfer relation holds with $A=\alpha$.

Now start from $v=X$ instead of $v=1$. Then $c(0)=m(1)=d$ and $c(1)=m(2)=d^2+\alpha$, whereas the recursion would give $c(1)=d\,c(0)=d^2$. It fails whenever $\alpha\neq0$.

## The statement in Lean

The operators are elements of `Module.End ℂ V`, so a product such as `a i * b j` is a composition. The vector $e_i$ is `quantum i`, the state $b^n v$ is `fock b v n`, and $c(n)$ is `overlap b v f n`. The structure `OverlapSystem` collects the four assumptions: `ccr`, `comm`, `vac` and `transfer`.

Neither commuting $a$'s nor a symmetric $A$ is assumed, and $b_i$ need not be the adjoint of $a_i$. Dividing by `fockNorm` gives overlaps with normalised states when $b_i=a_i^\dagger$ and $v$ has unit norm. Subtraction of occupations stops at zero, which is harmless because the term concerned has the factor $n_j=0$.

Apart from the one-mode example `overlapSystem_witness`, the theorems hold for every finite number of modes. They do not compute $f(v)$, $d$ or $A$ from molecular data, and they do not treat anharmonic potentials.

```lean
import Mathlib

open Finset

namespace DoktorovRecursion

noncomputable section

variable {N : ℕ} {V : Type*} [AddCommGroup V] [Module ℂ V]

/-- The occupation vector with one quantum in mode `i` and none elsewhere. -/
def quantum (i : Fin N) : Fin N → ℕ := fun k => if k = i then 1 else 0

/-- The unnormalised number state `bⁿ v`, a product of powers of raising operators on `v`. -/
def fock (b : Fin N → Module.End ℂ V) (v : V) (n : Fin N → ℕ) : V :=
  ((List.finRange N).map fun k => b k ^ n k).prod v

/-- The overlap `c(n) = f(bⁿ v)`. -/
def overlap (b : Fin N → Module.End ℂ V) (v : V) (f : V →ₗ[ℂ] ℂ) (n : Fin N → ℕ) : ℂ :=
  f (fock b v n)

/-- The factor `√(∏ n_k!)` of an occupation vector `n`. -/
def fockNorm (n : Fin N → ℕ) : ℝ := √(∏ k, ((n k).factorial : ℝ))

/-- Lowering operators `a`, commuting raising operators `b`, a vacuum `v`, and a functional `f`
that turns each raising operator into a shift `d` plus a combination `A` of lowering operators. -/
structure OverlapSystem (a b : Fin N → Module.End ℂ V) (v : V) (f : V →ₗ[ℂ] ℂ)
    (d : Fin N → ℂ) (A : Matrix (Fin N) (Fin N) ℂ) : Prop where
  ccr : ∀ i j, a i * b j - b j * a i = if i = j then 1 else 0
  comm : ∀ i j, b i * b j = b j * b i
  vac : ∀ i, a i v = 0
  transfer : ∀ i y, f (b i y) = d i * f y + ∑ j, A i j * f (a j y)

variable {a b : Fin N → Module.End ℂ V} {v : V} {f : V →ₗ[ℂ] ℂ}
  {d : Fin N → ℂ} {A : Matrix (Fin N) (Fin N) ℂ}

/-- Removing a quantum from an occupied mode and putting it back restores the occupations. -/
theorem sub_add_quantum {n : Fin N → ℕ} {i : Fin N} (h : n i ≠ 0) :
    n - quantum i + quantum i = n := by
  funext k
  show n k - (if k = i then 1 else 0) + (if k = i then 1 else 0) = n k
  split_ifs with hk
  · rw [hk]
    omega
  · rfl

/-- A property of occupation vectors holds for all of them if it holds for the vacuum and passes
from all vectors `m ≤ n`, including `n` itself, to `n` with one quantum added. -/
theorem occupation_induction {P : (Fin N → ℕ) → Prop} (h0 : P 0)
    (hs : ∀ n i, (∀ m, m ≤ n → P m) → P (n + quantum i)) (n : Fin N → ℕ) : P n := by
  induction h : ∑ i, n i using Nat.strong_induction_on generalizing n with
  | _ k ih =>
    by_cases hn : n = 0
    · rw [hn]
      exact h0
    · obtain ⟨i, hi⟩ := Function.ne_iff.mp hn
      have hi' : n i ≠ 0 := hi
      rw [← sub_add_quantum hi']
      refine hs _ i fun m hm => ih (∑ j, m j) ?_ m rfl
      rw [← h]
      -- the total number of quanta has dropped
      refine Finset.sum_lt_sum (fun j _ => (hm j).trans (Nat.sub_le _ _)) ⟨i, mem_univ i, ?_⟩
      have h1 : m i ≤ n i - (if i = i then 1 else 0) := hm i
      rw [if_pos rfl] at h1
      omega

/-- For commuting raising operators, `b_i` adds one quantum to mode `i` of a number state. -/
theorem fock_add (hb : ∀ i j, b i * b j = b j * b i) (n : Fin N → ℕ) (i : Fin N) :
    fock b v (n + quantum i) = b i (fock b v n) := by
  have key : ∀ l : List (Fin N), l.Nodup → i ∈ l →
      (l.map fun k => b k ^ (n + quantum i) k).prod = b i * (l.map fun k => b k ^ n k).prod := by
    intro l
    induction l with
    | nil => intro _ hi; simp at hi
    | cons k l ih =>
      intro hl hi
      obtain ⟨hk, hl'⟩ := List.nodup_cons.mp hl
      rw [List.map_cons, List.map_cons, List.prod_cons, List.prod_cons]
      by_cases hik : i = k
      · have e : (l.map fun k => b k ^ (n + quantum i) k) = l.map fun k => b k ^ n k := by
          refine List.map_congr_left fun x hx => ?_
          have hx' : x ≠ i := fun h => hk (by rw [← hik, ← h]; exact hx)
          simp [quantum, hx']
        have e2 : (n + quantum i) k = n k + 1 := by simp [quantum, hik]
        rw [e, e2, pow_succ', hik, mul_assoc]
      · have hil : i ∈ l := (List.mem_cons.mp hi).resolve_left hik
        have e2 : (n + quantum i) k = n k := by simp [quantum, Ne.symm hik]
        have hc : b k ^ n k * b i = b i * b k ^ n k :=
          (Commute.pow_left (show Commute (b k) (b i) from hb k i) (n k)).eq
        rw [ih hl' hil, e2, ← mul_assoc, hc, mul_assoc]
  exact LinearMap.congr_fun (key _ (List.nodup_finRange N) (List.mem_finRange i)) v

/-- The canonical commutator moves a lowering operator past a raising operator. -/
theorem lower_raise (h : OverlapSystem a b v f d A) (k j : Fin N) (y : V) :
    a k (b j y) = b j (a k y) + if k = j then y else 0 := by
  have e := LinearMap.congr_fun (h.ccr k j) y
  by_cases hk : k = j
  · rw [if_pos hk] at e ⊢
    exact sub_eq_iff_eq_add'.mp e
  · rw [if_neg hk] at e ⊢
    exact sub_eq_iff_eq_add'.mp e

/-- Lowering a number state: `a_j bⁿ v = n_j b^(n - e_j) v`. -/
theorem lower_fock (h : OverlapSystem a b v f d A) (n : Fin N → ℕ) (j : Fin N) :
    a j (fock b v n) = (n j : ℂ) • fock b v (n - quantum j) := by
  refine occupation_induction
    (P := fun n => ∀ j, a j (fock b v n) = (n j : ℂ) • fock b v (n - quantum j)) ?_ ?_ n j
  · intro j
    have e : fock b v 0 = v := by simp [fock]
    rw [e, h.vac]
    simp
  · intro n i ih j
    rw [fock_add h.comm, lower_raise h, ih n le_rfl j, map_smul, ← fock_add h.comm]
    by_cases hji : j = i
    · subst hji
      have e1 : n + quantum j - quantum j = n := by funext k; simp
      have e2 : (n + quantum j) j = n j + 1 := by simp [quantum]
      rw [if_pos rfl, e1, e2]
      by_cases h0 : n j = 0
      · rw [h0]
        simp
      · rw [sub_add_quantum h0]
        push_cast
        module
    · have e1 : n - quantum j + quantum i = n + quantum i - quantum j := by
        funext k
        by_cases hk : k = j
        · subst hk
          simp [quantum, hji]
        · simp [quantum, hk]
      have e2 : (n + quantum i) j = n j := by simp [quantum, hji]
      rw [if_neg hji, e1, e2, add_zero]

/-- Doktorov recursion: `c(n + e_i) = d_i c(n) + ∑_j A_ij n_j c(n - e_j)`. -/
theorem doktorov_recursion (h : OverlapSystem a b v f d A) (n : Fin N → ℕ) (i : Fin N) :
    overlap b v f (n + quantum i) =
      d i * overlap b v f n + ∑ j, A i j * n j * overlap b v f (n - quantum j) := by
  unfold overlap
  rw [fock_add h.comm, h.transfer]
  simp only [lower_fock h, map_smul, smul_eq_mul, mul_assoc]

/-- An array that obeys the recursion and starts from `f(v)` is the array of overlaps. -/
theorem overlap_unique (h : OverlapSystem a b v f d A) (c : (Fin N → ℕ) → ℂ) (h0 : c 0 = f v)
    (hc : ∀ n i, c (n + quantum i) = d i * c n + ∑ j, A i j * n j * c (n - quantum j))
    (n : Fin N → ℕ) : c n = overlap b v f n := by
  refine occupation_induction (P := fun n => c n = overlap b v f n) ?_ ?_ n
  · rw [h0]
    simp [overlap, fock]
  · intro n i ih
    rw [hc, doktorov_recursion h, ih n le_rfl]
    congr 1
    refine Finset.sum_congr rfl fun j _ => ?_
    rw [ih (n - quantum j) (fun k => Nat.sub_le _ _)]

/-- If the vacuum overlap `f(v)` is nonzero, the matrix `A` is symmetric. -/
theorem coupling_symm (h : OverlapSystem a b v f d A) (hf : f v ≠ 0) : A.IsSymm := by
  have two : ∀ i j, f (b i (b j v)) = (d i * d j + A i j) * f v := by
    intro i j
    have one : f (b j v) = d j * f v := by
      rw [h.transfer]
      simp [h.vac]
    rw [h.transfer, one]
    simp only [lower_raise h, h.vac, map_zero, zero_add, apply_ite f, mul_ite, mul_zero,
      Finset.sum_ite_eq', Finset.mem_univ, if_true]
    ring
  refine Matrix.IsSymm.ext fun i j => ?_
  -- the two orders of raising give the same state
  have e : f (b j (b i v)) = f (b i (b j v)) :=
    congrArg f (LinearMap.congr_fun (h.comm j i) v)
  rw [two, two] at e
  linear_combination mul_right_cancel₀ hf e

/-- The recursion for the rescaled overlaps `C(n) = c(n) / √(∏ n_k!)`: `√(n_i + 1) C(n + e_i) = d_i
C(n) + ∑_j A_ij √n_j C(n - e_j)`. -/
theorem normalised_recursion (h : OverlapSystem a b v f d A) (n : Fin N → ℕ) (i : Fin N) :
    (√((n i : ℝ) + 1) : ℂ) * (overlap b v f (n + quantum i) / fockNorm (n + quantum i)) =
      d i * (overlap b v f n / fockNorm n) +
        ∑ j, A i j * (√(n j : ℝ) : ℂ) *
          (overlap b v f (n - quantum j) / fockNorm (n - quantum j)) := by
  have pos : ∀ m : Fin N → ℕ, (fockNorm m : ℂ) ≠ 0 := fun m => by
    have : 0 < fockNorm m :=
      Real.sqrt_pos.mpr (Finset.prod_pos fun k _ => by exact_mod_cast (m k).factorial_pos)
    exact_mod_cast this.ne'
  have step : ∀ (m : Fin N → ℕ) (j : Fin N),
      fockNorm (m + quantum j) = √((m j : ℝ) + 1) * fockNorm m := by
    intro m j
    unfold fockNorm
    rw [← Real.sqrt_mul (by positivity)]
    congr 1
    have e : ∀ k, (((m + quantum j) k).factorial : ℝ) =
        (if k = j then (m k : ℝ) + 1 else 1) * ((m k).factorial : ℝ) := by
      intro k
      by_cases hk : k = j
      · simp [quantum, hk, Nat.factorial_succ]
      · simp [quantum, hk]
    rw [Finset.prod_congr rfl fun k _ => e k, Finset.prod_mul_distrib]
    simp
  have hs : (√((n i : ℝ) + 1) : ℂ) ≠ 0 := by
    have : 0 < √((n i : ℝ) + 1) := Real.sqrt_pos.mpr (by positivity)
    exact_mod_cast this.ne'
  have lhs : (√((n i : ℝ) + 1) : ℂ) *
      (overlap b v f (n + quantum i) / fockNorm (n + quantum i)) =
      overlap b v f (n + quantum i) / fockNorm n := by
    have hp := pos n
    rw [step, Complex.ofReal_mul]
    field_simp
  rw [lhs, doktorov_recursion h, add_div, Finset.sum_div, mul_div_assoc]
  congr 1
  refine Finset.sum_congr rfl fun j _ => ?_
  by_cases hj : n j = 0
  · simp [hj]
  · have hw := step (n - quantum j) j
    have e : (n - quantum j) j + 1 = n j := by
      show n j - (if j = j then 1 else 0) + 1 = n j
      rw [if_pos rfl]
      omega
    have e' : (((n - quantum j) j : ℕ) : ℝ) + 1 = n j := by exact_mod_cast e
    rw [sub_add_quantum hj, e'] at hw
    have hq : (√(n j : ℝ) : ℂ) * (√(n j : ℝ) : ℂ) = n j := by
      exact_mod_cast Real.mul_self_sqrt (Nat.cast_nonneg (n j))
    have hr : (√(n j : ℝ) : ℂ) ≠ 0 := fun h0 => by
      rw [h0, zero_mul] at hq
      exact hj (by exact_mod_cast hq.symm)
    have hp := pos (n - quantum j)
    rw [hw, Complex.ofReal_mul, ← hq]
    field_simp

/-- Moments with `m(0) = 1`, `m(1) = d` and `m(k+2) = d m(k+1) + α (k+1) m(k)`. -/
def moment (d α : ℂ) : ℕ → ℂ
  | 0 => 1
  | 1 => d
  | k + 2 => d * moment d α (k + 1) + α * ((k : ℂ) + 1) * moment d α k

/-- The linear functional on polynomials that sends `X^k` to the moment `m(k)`. -/
def momentFunctional (d α : ℂ) : Polynomial ℂ →ₗ[ℂ] ℂ :=
  Polynomial.lsum fun k => moment d α k • LinearMap.id

/-- On complex polynomials, the derivative, multiplication by `X`, the constant `1` and the
moment functional form a one-mode overlap system for all `d` and `α`. -/
theorem overlapSystem_witness (d α : ℂ) :
    OverlapSystem (N := 1) (V := Polynomial ℂ) (fun _ => Polynomial.derivative)
      (fun _ => LinearMap.mulLeft ℂ Polynomial.X) 1 (momentFunctional d α)
      (fun _ => d) (fun _ _ => α) := by
  have mono : ∀ k x, momentFunctional d α (Polynomial.monomial k x) = moment d α k * x := by
    intro k x
    simp [momentFunctional, Polynomial.lsum_apply, Polynomial.sum_monomial_index]
  refine ⟨fun i j => ?_, fun _ _ => rfl, fun _ => Polynomial.derivative_one, fun _ p => ?_⟩
  · rw [if_pos (Subsingleton.elim i j)]
    refine LinearMap.ext fun p => ?_
    show Polynomial.derivative (Polynomial.X * p) - Polynomial.X * Polynomial.derivative p = p
    rw [Polynomial.derivative_mul, Polynomial.derivative_X]
    ring
  · have rel : ∀ q : Polynomial ℂ,
        momentFunctional d α (LinearMap.mulLeft ℂ Polynomial.X q) =
          d * momentFunctional d α q +
            α * momentFunctional d α (Polynomial.derivative q) := by
      intro q
      rw [LinearMap.mulLeft_apply]
      induction q using Polynomial.induction_on' with
      | add p q hp hq =>
        simp only [mul_add, map_add]
        linear_combination hp + hq
      | monomial k x =>
        rw [Polynomial.X_mul_monomial, Polynomial.derivative_monomial, mono, mono, mono]
        cases k with
        | zero => simp [moment]
        | succ k =>
          have e : moment d α (k + 1 + 1) =
              d * moment d α (k + 1) + α * ((k : ℂ) + 1) * moment d α k := rfl
          rw [e, Nat.add_sub_cancel]
          push_cast
          ring
    clear mono
    -- only the transfer relation of the functional matters from here on
    generalize momentFunctional d α = F at rel ⊢
    rw [Fin.sum_univ_one]
    exact rel p

end

end DoktorovRecursion
```

```lean
#print axioms DoktorovRecursion.doktorov_recursion
#print axioms DoktorovRecursion.overlap_unique
#print axioms DoktorovRecursion.coupling_symm
#print axioms DoktorovRecursion.normalised_recursion
```

```
'DoktorovRecursion.doktorov_recursion' depends on axioms: [propext, Classical.choice, Quot.sound]
'DoktorovRecursion.overlap_unique' depends on axioms: [propext, Classical.choice, Quot.sound]
'DoktorovRecursion.coupling_symm' depends on axioms: [propext, Classical.choice, Quot.sound]
'DoktorovRecursion.normalised_recursion' depends on axioms: [propext, Classical.choice, Quot.sound]
```

## How the proof follows the derivation

`occupation_induction` is strong induction on the total number of quanta. A nonzero $n$ has an occupied mode $i$, and `sub_add_quantum` writes $n$ as $(n-e_i)+e_i$. Every vector up to and including $n-e_i$ has a smaller total than $n$, so the induction hypothesis applies to it.

`fock_add` is the raising step. Since `fock` is an ordered product over a list of modes, the proof runs along that list and moves $b_i$ past the powers of the other operators until it reaches its own. The list has no repetitions, so exactly one exponent grows.

`lower_raise` applies the commutator to a vector, and `lower_fock` carries out the lowering induction with the same cases $i=j$ and $i\neq j$. After these lemmas, `doktorov_recursion` only rewrites with the raising step, the transfer relation and the lowering formula. `overlap_unique` compares two solutions of the recursion through `occupation_induction`.

In `coupling_symm`, the intermediate result `two` is the formula for $f(b_i b_j v)$, and `mul_right_cancel₀` removes the nonzero factor $f(v)$. In `normalised_recursion`, `step` gives the change of the norm factor when one quantum is added. The sum is then treated term by term, with empty modes handled separately.

Finally, `overlapSystem_witness` verifies all four assumptions for the polynomial model with $v=1$, for arbitrary complex $d$ and $\alpha$. The transfer relation is checked on monomials, where it becomes the recursion for the moments, and extends to all polynomials by linearity.
